# A continuous function, not identically zero on [a,b], whose first m moments vanish there changes sign at least m times

Suppose f is continuous on [a,b], not identically zero, and integrates to zero. Then it must take both signs. If ∫ x f(x) dx is zero too, a single sign change at y is not enough: (x − y) f(x) would keep one sign throughout, yet its integral vanishes.

I'd like the general version, because f could be the error of a density of states reconstructed from m moments. If the first m moments of f vanish, must f change sign at least m times? I'm after a rigorous proof that a machine has checked.

## Testing f against a polynomial that copies its signs

Yes. Let a < b and assume

∫ₐᵇ xᵏ f(x) dx = 0 for k = 0, …, m−1.

Take a nonzero polynomial p(x) = Σ cₖ xᵏ of degree below m. By linearity,

∫ₐᵇ f p dx = Σ cₖ ∫ₐᵇ xᵏ f dx = 0.

If f p ≥ 0 on [a,b], continuity forces f p = 0 everywhere. But f is nonzero at some point, hence on a short interval around it within [a,b]. There p would have infinitely many roots, which is impossible.

Now suppose n real breakpoints yᵢ give

f(x) ∏ᵢ (x − yᵢ) ≥ 0 on [a,b].

The product is a nonzero polynomial of degree n, so n < m is excluded and m ≤ n.

To get the sign changes themselves, we need breakpoints whenever f alternates too little. Claim, for [a,b] and for any interval within it: if f has no n successive sign changes there starting from a negative value, then n breakpoints, none below the interval's left end, make f(x) ∏ᵢ (yᵢ − x) ≥ 0 on it. Use induction on n, for all such f and intervals at once.

- For n = 0, f is never negative and the empty product is 1.
- For n + 1, if f is never negative, put every breakpoint at or beyond the right end.
- Otherwise let s be the infimum of the points where f < 0. To the right of s, −f has no n changes starting negative: such a chain would start where f > 0, and a point with f < 0 before it would extend it to n + 1 changes of f. Induction gives n breakpoints yᵢ ≥ s for −f there. Add s itself. Right of s,

f(x)(s − x) ∏ᵢ (yᵢ − x) = [−f(x) ∏ᵢ (yᵢ − x)] (x − s) ≥ 0.

At s the product is zero; left of s, f ≥ 0 and all factors are positive.

For m ≥ 1, f therefore has m−1 changes starting negative, since otherwise the claim would give a polynomial ∏ᵢ (yᵢ − x) of degree m−1 whose product with f is nonnegative, which the polynomial test excludes. The same holds for −f, giving a chain that starts positive. Put the earlier of the two first points in front of the other chain: that makes m changes. For m = 0 any point will do.

The bound is attained for m = 2 by 3x² − 1 on [−1,1]. Its first two moments vanish, and the breakpoints ±1/√3 give the product 3(x² − 1/3)² ≥ 0.

## Moments, breakpoints and alternation in Lean

`VanishingMoments f a b m` is the moment condition, for orders 0 to m−1. `Alternates f S n x` says that `x 0` to `x n` increase within S and that f has opposite signs at neighbours; later values of `x` are irrelevant. The breakpoints `y : Fin n → ℝ` may repeat or lie outside the window.

`breakpoints_ge_moments` is the bound m ≤ n, and `exists_sign_changes` gives the m + 1 alternating energies. `densities_cross` concludes that two different continuous densities sharing their first m moments are equal at m increasing interior energies, `e 0` to `e (m−1)`. It needs neither positivity nor normalisation.

Continuity on [a,b] excludes the discrete levels of a finite system, and also a density that diverges in the window, as that of an infinite tight-binding chain does at its band edges. Moments must agree exactly, and the theorems give no bound on the size of the error.

```lean
import Mathlib

open Set

namespace MomentSignChanges

/-- The moments of `f` on the energy window from `a` to `b` vanish for all orders below `m`. -/
def VanishingMoments (f : ℝ → ℝ) (a b : ℝ) (m : ℕ) : Prop :=
  ∀ k < m, ∫ x in a..b, x ^ k * f x = 0

/-- The energies `x 0 < x 1 < ... < x n` lie in `S`, and `f` has opposite signs at
each two neighbouring ones. -/
def Alternates (f : ℝ → ℝ) (S : Set ℝ) (n : ℕ) (x : ℕ → ℝ) : Prop :=
  (∀ i ≤ n, x i ∈ S) ∧ ∀ i < n, x i < x (i + 1) ∧ f (x i) * f (x (i + 1)) < 0

/-- If `f` is continuous and not identically zero on `[a,b]`, `a < b`, and its moments below
order `m` vanish, then no nonzero polynomial `p` of degree below `m` makes `f p` nonnegative
throughout `[a,b]`. -/
theorem no_nonneg_polynomial_product {a b : ℝ} (hab : a < b) {f : ℝ → ℝ} {m : ℕ}
    (hf : ContinuousOn f (Icc a b)) (hmom : VanishingMoments f a b m)
    (hne : ∃ x ∈ Icc a b, f x ≠ 0) {p : Polynomial ℝ} (hp : p ≠ 0)
    (hdeg : p.natDegree < m) : ¬ ∀ x ∈ Icc a b, 0 ≤ f x * p.eval x := by
  intro hpos
  -- the integral of `f p` is a combination of vanishing moments
  have hint : ∫ x in a..b, f x * p.eval x = 0 := by
    have h : ∀ x, f x * p.eval x =
        ∑ i ∈ Finset.range (p.natDegree + 1), p.coeff i * (x ^ i * f x) := by
      intro x
      rw [Polynomial.eval_eq_sum_range, Finset.mul_sum]
      exact Finset.sum_congr rfl fun i _ => by ring
    simp_rw [h]
    rw [intervalIntegral.integral_finsetSum]
    · apply Finset.sum_eq_zero
      intro i hi
      have hi' := Finset.mem_range.mp hi
      rw [intervalIntegral.integral_const_mul, hmom i (by omega), mul_zero]
    · intro i _
      exact (continuousOn_const.mul
        ((continuous_pow i).continuousOn.mul hf)).intervalIntegrable_of_Icc hab.le
  -- a continuous nonnegative function with zero integral vanishes
  have hzero : ∀ x ∈ Icc a b, f x * p.eval x = 0 := by
    intro x hx
    by_contra h
    have := intervalIntegral.integral_pos hab (hf.mul p.continuous.continuousOn)
      (fun t ht => hpos t (Ioc_subset_Icc_self ht))
      ⟨x, hx, lt_of_le_of_ne (hpos x hx) (Ne.symm h)⟩
    exact this.ne' hint
  -- near a point with `f ≠ 0` the polynomial would have infinitely many roots
  obtain ⟨c, hc, hfc⟩ := hne
  obtain ⟨d, hd, hball⟩ := Metric.mem_nhdsWithin_iff.mp ((hf c hc).eventually_ne hfc)
  have hlt : max a (c - d / 2) < min b (c + d / 2) :=
    max_lt (lt_min hab (by linarith [hc.1])) (lt_min (by linarith [hc.2]) (by linarith))
  apply hp
  apply Polynomial.eq_zero_of_infinite_isRoot
  refine (Icc_infinite hlt).mono ?_
  intro x hx
  have h1 := max_le_iff.mp hx.1
  have h2 := le_min_iff.mp hx.2
  have hxI : x ∈ Icc a b := ⟨h1.1, h2.1⟩
  have hxb : x ∈ Metric.ball c d := by
    rw [Metric.mem_ball, Real.dist_eq, abs_lt]
    constructor <;> linarith [h1.2, h2.2]
  have hfx : f x ≠ 0 := hball ⟨hxb, hxI⟩
  exact (mul_eq_zero.mp (hzero x hxI)).resolve_left hfx

/-- Let `f` be continuous and not identically zero on `[a,b]`, `a < b`, with vanishing moments
below order `m`. If `n` breakpoints make `f(x) ∏ (x - y i)` nonnegative on `[a,b]`,
then `n` is at least `m`. -/
theorem breakpoints_ge_moments {a b : ℝ} (hab : a < b) {f : ℝ → ℝ} {m n : ℕ}
    (hf : ContinuousOn f (Icc a b)) (hmom : VanishingMoments f a b m)
    (hne : ∃ x ∈ Icc a b, f x ≠ 0) (y : Fin n → ℝ)
    (hy : ∀ x ∈ Icc a b, 0 ≤ f x * ∏ i, (x - y i)) : m ≤ n := by
  by_contra hmn
  have hdeg : (∏ i, (Polynomial.X - Polynomial.C (y i))).natDegree ≤ n := by
    calc _ ≤ ∑ i, (Polynomial.X - Polynomial.C (y i)).natDegree :=
          Polynomial.natDegree_prod_le _ _
      _ = n := by simp
  refine no_nonneg_polynomial_product hab hf hmom hne
    (Finset.prod_ne_zero_iff.mpr fun i _ => Polynomial.X_sub_C_ne_zero (y i))
    (lt_of_le_of_lt hdeg (by omega)) ?_
  intro x hx
  simpa [Polynomial.eval_prod] using hy x hx

/-- An energy `c` in `S` below an alternating sequence, where `f` has the sign opposite to that at
the first point, extends the sequence by one sign change. -/
theorem Alternates.prepend {f : ℝ → ℝ} {S : Set ℝ} {n : ℕ} {x : ℕ → ℝ}
    (h : Alternates f S n x) {c : ℝ} (hc : c ∈ S) (hlt : c < x 0)
    (hs : f c * f (x 0) < 0) : ∃ z : ℕ → ℝ, z 0 = c ∧ Alternates f S (n + 1) z := by
  refine ⟨(fun | 0 => c | i + 1 => x i), rfl, ?_, ?_⟩
  · rintro (_ | i) hi
    · exact hc
    · exact h.1 i (by omega)
  · rintro (_ | i) hi
    · exact ⟨hlt, hs⟩
    · exact h.2 i (by omega)

/-- If, on a set `S` of energies between `c` and `b`, `f` has no `n` successive sign changes
starting from a negative value, then `n` breakpoints, none below `c`, make
`f(x) ∏ (y i - x)` nonnegative on `S`. -/
theorem exists_breakpoints (b : ℝ) (n : ℕ) : ∀ (f : ℝ → ℝ) (S : Set ℝ) (c : ℝ),
    (∀ x ∈ S, c ≤ x) → (∀ x ∈ S, x ≤ b) →
    (¬ ∃ x : ℕ → ℝ, f (x 0) < 0 ∧ Alternates f S n x) →
    ∃ y : Fin n → ℝ, (∀ i, c ≤ y i) ∧ ∀ x ∈ S, 0 ≤ f x * ∏ i, (y i - x) := by
  induction n with
  | zero =>
    intro f S c _ _ hno
    refine ⟨fun _ => c, fun _ => le_rfl, fun x hx => ?_⟩
    have : 0 ≤ f x := by
      by_contra h
      exact hno ⟨fun _ => x, not_le.mp h, fun _ _ => hx, fun i hi => absurd hi (by omega)⟩
    simpa using this
  | succ n ih =>
    intro f S c hc hb hno
    by_cases hN : ∃ x ∈ S, f x < 0
    · -- cut at the infimum of the energies with negative `f`
      let N : Set ℝ := {x | x ∈ S ∧ f x < 0}
      have hNne : N.Nonempty := hN
      have hNb : BddBelow N := ⟨c, fun x hx => hc x hx.1⟩
      obtain ⟨y, hy, hpos⟩ := ih (fun x => -f x) {x | x ∈ S ∧ sInf N < x} (sInf N)
        (fun x hx => hx.2.le) (fun x hx => hb x hx.1) (by
          rintro ⟨x, hx0, hx⟩
          obtain ⟨t, ht, htx⟩ := exists_lt_of_csInf_lt hNne (hx.1 0 (Nat.zero_le n)).2
          have hx' : Alternates f S n x :=
            ⟨fun i hi => (hx.1 i hi).1, fun i hi => ⟨(hx.2 i hi).1, by
              have := (hx.2 i hi).2
              linarith [neg_mul_neg (f (x i)) (f (x (i + 1)))]⟩⟩
          obtain ⟨z, hz0, hz⟩ := hx'.prepend ht.1 htx
            (mul_neg_of_neg_of_pos ht.2 (by linarith))
          exact hno ⟨z, by rw [hz0]; exact ht.2, hz⟩)
      have hcN : c ≤ sInf N := le_csInf hNne fun x hx => hc x hx.1
      refine ⟨Fin.cons (sInf N) y, ?_, ?_⟩
      · intro i
        refine Fin.cases ?_ (fun j => ?_) i
        · simpa using hcN
        · simpa using hcN.trans (hy j)
      · intro x hx
        rw [Fin.prod_univ_succ]
        simp only [Fin.cons_zero, Fin.cons_succ]
        rcases lt_trichotomy x (sInf N) with h | h | h
        · have hfx : 0 ≤ f x := by
            by_contra h'
            exact absurd (csInf_le hNb ⟨hx, not_le.mp h'⟩) (not_le.mpr h)
          exact mul_nonneg hfx (mul_nonneg (by linarith)
            (Finset.prod_nonneg fun i _ => by linarith [hy i]))
        · rw [← h]
          simp
        · have h1 := mul_nonneg (hpos x ⟨hx, h⟩) (sub_nonneg.mpr h.le)
          linarith [show -f x * (∏ i, (y i - x)) * (x - sInf N) =
            f x * ((sInf N - x) * ∏ i, (y i - x)) by ring]
    · refine ⟨fun _ => max b c, fun _ => le_max_right _ _, fun x hx => ?_⟩
      exact mul_nonneg (not_lt.mp fun h => hN ⟨x, hx, h⟩)
        (Finset.prod_nonneg fun _ _ => sub_nonneg.mpr ((hb x hx).trans (le_max_left _ _)))

/-- If `f` is continuous and not identically zero on `[a,b]`, `a < b`, and its moments up to
order `k` vanish, then `f` has `k` successive sign changes starting from a negative value. -/
theorem alternates_from_negative {a b : ℝ} (hab : a < b) {f : ℝ → ℝ} {k : ℕ}
    (hf : ContinuousOn f (Icc a b)) (hmom : VanishingMoments f a b (k + 1))
    (hne : ∃ x ∈ Icc a b, f x ≠ 0) :
    ∃ x : ℕ → ℝ, f (x 0) < 0 ∧ Alternates f (Icc a b) k x := by
  by_contra hno
  obtain ⟨y, -, hy⟩ := exists_breakpoints b k f (Icc a b) a
    (fun x hx => hx.1) (fun x hx => hx.2) hno
  have hone : ∀ i, (Polynomial.C (y i) - Polynomial.X).natDegree = 1 := fun i => by
    rw [← neg_sub, Polynomial.natDegree_neg, Polynomial.natDegree_X_sub_C]
  have hdeg : (∏ i, (Polynomial.C (y i) - Polynomial.X)).natDegree ≤ k := by
    calc _ ≤ ∑ i, (Polynomial.C (y i) - Polynomial.X).natDegree :=
          Polynomial.natDegree_prod_le _ _
      _ = k := by
          simp only [hone, Finset.sum_const, Finset.card_univ, Fintype.card_fin,
            smul_eq_mul, mul_one]
  refine no_nonneg_polynomial_product hab hf hmom hne
    (Finset.prod_ne_zero_iff.mpr fun i _ h => Polynomial.X_sub_C_ne_zero (y i)
      (by rw [← neg_sub, h, neg_zero])) (Nat.lt_succ_of_le hdeg) ?_
  intro x hx
  simpa [Polynomial.eval_prod] using hy x hx

/-- A continuous `f`, not identically zero on `[a,b]`, `a < b`, whose moments below order `m`
vanish, changes sign at least `m` times: it alternates along `m + 1` increasing energies. -/
theorem exists_sign_changes {a b : ℝ} (hab : a < b) {f : ℝ → ℝ} {m : ℕ}
    (hf : ContinuousOn f (Icc a b)) (hmom : VanishingMoments f a b m)
    (hne : ∃ x ∈ Icc a b, f x ≠ 0) : ∃ x : ℕ → ℝ, Alternates f (Icc a b) m x := by
  cases m with
  | zero =>
    obtain ⟨c, hc, -⟩ := hne
    exact ⟨fun _ => c, fun _ _ => hc, fun i hi => absurd hi (by omega)⟩
  | succ k =>
    obtain ⟨x, hx0, hx⟩ := alternates_from_negative hab hf hmom hne
    obtain ⟨z, hz0, hz⟩ := alternates_from_negative (f := fun t => -f t) hab hf.neg
      (fun j hj => by
        simp only [mul_neg, intervalIntegral.integral_neg, hmom j hj, neg_zero])
      (by simpa using hne)
    have hz' : Alternates f (Icc a b) k z := by simpa [Alternates] using hz
    have hzp : 0 < f (z 0) := by linarith
    -- the earlier of the two first points is put in front of the other sequence
    rcases lt_trichotomy (x 0) (z 0) with h | h | h
    · obtain ⟨w, -, hw⟩ := hz'.prepend (hx.1 0 (Nat.zero_le k)) h
        (mul_neg_of_neg_of_pos hx0 hzp)
      exact ⟨w, hw⟩
    · rw [h] at hx0
      linarith
    · obtain ⟨w, -, hw⟩ := hx.prepend (hz'.1 0 (Nat.zero_le k)) h
        (mul_neg_of_pos_of_neg hzp hx0)
      exact ⟨w, hw⟩

/-- Two continuous densities of states that differ somewhere on `[a,b]`, `a < b`, but share
all moments below order `m`, are equal at `m` increasing energies inside the window. -/
theorem densities_cross {a b : ℝ} (hab : a < b) {ρ₁ ρ₂ : ℝ → ℝ} {m : ℕ}
    (h₁ : ContinuousOn ρ₁ (Icc a b)) (h₂ : ContinuousOn ρ₂ (Icc a b))
    (hmom : ∀ k < m, ∫ x in a..b, x ^ k * ρ₁ x = ∫ x in a..b, x ^ k * ρ₂ x)
    (hne : ∃ x ∈ Icc a b, ρ₁ x ≠ ρ₂ x) :
    ∃ e : ℕ → ℝ, (∀ i < m, e i ∈ Ioo a b ∧ ρ₁ (e i) = ρ₂ (e i)) ∧
      ∀ i, i + 1 < m → e i < e (i + 1) := by
  have hf : ContinuousOn (fun x => ρ₁ x - ρ₂ x) (Icc a b) := h₁.sub h₂
  obtain ⟨x, hx, hs⟩ := exists_sign_changes (m := m) hab hf (fun k hk => by
      have i₁ : IntervalIntegrable (fun x => x ^ k * ρ₁ x) MeasureTheory.volume a b :=
        ((continuous_pow k).continuousOn.mul h₁).intervalIntegrable_of_Icc hab.le
      have i₂ : IntervalIntegrable (fun x => x ^ k * ρ₂ x) MeasureTheory.volume a b :=
        ((continuous_pow k).continuousOn.mul h₂).intervalIntegrable_of_Icc hab.le
      simp only [mul_sub]
      rw [intervalIntegral.integral_sub i₁ i₂, hmom k hk, sub_self])
    (by simpa only [sub_ne_zero] using hne)
  -- the intermediate value theorem between neighbouring points
  have hcross : ∀ i, i < m → ∃ t, x i < t ∧ t < x (i + 1) ∧ ρ₁ t = ρ₂ t := by
    intro i hi
    obtain ⟨hlt, hneg⟩ := hs i hi
    have hsub : uIcc (x i) (x (i + 1)) ⊆ Icc a b := by
      rw [uIcc_of_le hlt.le]
      exact Icc_subset_Icc (hx i hi.le).1 (hx (i + 1) hi).2
    have h0 : (0 : ℝ) ∈ uIcc (ρ₁ (x i) - ρ₂ (x i)) (ρ₁ (x (i + 1)) - ρ₂ (x (i + 1))) := by
      rw [mem_uIcc]
      rcases mul_neg_iff.mp hneg with h | h
      · exact Or.inr ⟨h.2.le, h.1.le⟩
      · exact Or.inl ⟨h.1.le, h.2.le⟩
    obtain ⟨t, ht, ht0⟩ := intermediate_value_uIcc (hf.mono hsub) h0
    rw [uIcc_of_le hlt.le] at ht
    have ht0' : ρ₁ t - ρ₂ t = 0 := ht0
    refine ⟨t, lt_of_le_of_ne ht.1 ?_, lt_of_le_of_ne ht.2 ?_, sub_eq_zero.mp ht0'⟩
    · intro h
      simp [h, ht0'] at hneg
    · intro h
      simp [← h, ht0'] at hneg
  choose! e he using hcross
  refine ⟨e, fun i hi => ⟨⟨?_, ?_⟩, (he i hi).2.2⟩, fun i hi => ?_⟩
  · exact lt_of_le_of_lt (hx i hi.le).1 (he i hi).1
  · exact lt_of_lt_of_le (he i hi).2.1 (hx (i + 1) hi).2
  · exact (he i (by omega)).2.1.trans (he (i + 1) hi).1

/-- The function `3x² - 1` on `[-1,1]` has vanishing moments of orders 0 and 1, and the two
breakpoints `±1/√3` make its product with `∏ (x - y i)` nonnegative. -/
theorem two_breakpoints_sharp :
    VanishingMoments (fun x => 3 * x ^ 2 - 1) (-1) 1 2 ∧
      ∀ x : ℝ, 0 ≤ (3 * x ^ 2 - 1) * ∏ i, (x - ![1 / √3, -(1 / √3)] i) := by
  constructor
  · intro k hk
    interval_cases k
    · have h := intervalIntegral.integral_eq_sub_of_hasDerivAt (a := -1) (b := 1)
        (f := fun x : ℝ => x ^ 3 - x) (f' := fun x => x ^ 0 * (3 * x ^ 2 - 1))
        (fun x _ => ((hasDerivAt_pow 3 x).fun_sub (hasDerivAt_id' x)).congr_deriv
          (by norm_num))
        (Continuous.intervalIntegrable (by fun_prop) _ _)
      exact h.trans (by norm_num)
    · have h := intervalIntegral.integral_eq_sub_of_hasDerivAt (a := -1) (b := 1)
        (f := fun x : ℝ => 3 / 4 * x ^ 4 - 1 / 2 * x ^ 2)
        (f' := fun x => x ^ 1 * (3 * x ^ 2 - 1))
        (fun x _ => (((hasDerivAt_pow 4 x).const_mul (3 / 4)).fun_sub
          ((hasDerivAt_pow 2 x).const_mul (1 / 2))).congr_deriv (by norm_num; ring))
        (Continuous.intervalIntegrable (by fun_prop) _ _)
      exact h.trans (by norm_num)
  · intro x
    have h : (1 / √3) ^ 2 = (1 / 3 : ℝ) := by
      rw [div_pow, Real.sq_sqrt (by norm_num)]
      norm_num
    rw [Fin.prod_univ_two]
    change 0 ≤ (3 * x ^ 2 - 1) * ((x - 1 / √3) * (x - -(1 / √3)))
    generalize 1 / √3 = s at h ⊢
    have hsq : (3 * x ^ 2 - 1) * ((x - s) * (x - -s)) = 3 * (x ^ 2 - 1 / 3) ^ 2 := by
      linear_combination (-(3 * x ^ 2 - 1)) * h
    rw [hsq]
    positivity

end MomentSignChanges
```

```lean
#print axioms MomentSignChanges.breakpoints_ge_moments
#print axioms MomentSignChanges.exists_sign_changes
#print axioms MomentSignChanges.densities_cross
#print axioms MomentSignChanges.two_breakpoints_sharp
```

```
'MomentSignChanges.breakpoints_ge_moments' depends on axioms: [propext, Classical.choice, Quot.sound]
'MomentSignChanges.exists_sign_changes' depends on axioms: [propext, Classical.choice, Quot.sound]
'MomentSignChanges.densities_cross' depends on axioms: [propext, Classical.choice, Quot.sound]
'MomentSignChanges.two_breakpoints_sharp' depends on axioms: [propext, Classical.choice, Quot.sound]
```

## From the polynomial test to the crossings

In `no_nonneg_polynomial_product`, `hint` expands p into moments, `hzero` uses positivity of the integral, and the infinitely many roots finish the argument. `breakpoints_ge_moments` inserts the product.

`exists_breakpoints` is the induction. It ranges over all f and S, so that it can be applied to −f right of the cut `sInf N`; its bound `c ≤ y i` fixes the signs to the left. `Alternates.prepend` adds a first point, and `exists_sign_changes` compares the two chains' first points by `lt_trichotomy`. The intermediate value theorem then yields the crossings.

## Continuity, and a check on reconstructed spectra

Without continuity the result fails: let f(0) = 1 and f(x) = 0 elsewhere on [−1,1]. All moments vanish, yet f never changes sign.

The moments ⟨i|Hᵏ|i⟩ of a local density of states can be computed by repeatedly applying a one-electron H to a normalised orbital. They belong to the whole spectrum, so take a finite window that contains all of it. Suppose a reconstruction and the exact local density of states are both continuous on this window, differ somewhere on it, and share their first m moments there. Then their difference changes sign at least m times. If a plot of the whole window shows fewer changes, mismatched moments or too coarse a grid are possible causes. Damping or smoothing that alters the moments removes the guarantee.
